# Real roots of odd-order Brillouin–Wigner equations are Rayleigh quotients

A system has known levels, and a perturbation V couples its reference state to the others. Brillouin–Wigner perturbation theory gives the perturbed energy E through an equation with E on both sides, because the denominators contain E itself. Truncating the series and solving for E gives a number, but is that number the energy expectation value of some state? If so, it cannot fall below the ground-state energy. For Hermitian V in a finite basis, and real E different from every excited unperturbed level, the answer is yes at every odd order.

## The Hamiltonian and the truncated series

```lean
import Mathlib

open Matrix

namespace BrillouinWignerOddOrders

noncomputable section

variable {ι : Type*} [Fintype ι] [DecidableEq ι]
```

The type `ι` labels a finite set of orthonormal basis states. Vectors are functions `ι → ℂ`, and operators are complex matrices.

```lean
/-- The full Hamiltonian: diagonal unperturbed levels `ε` plus the perturbation `V`. -/
def hamiltonian (ε : ι → ℝ) (V : Matrix ι ι ℂ) : Matrix ι ι ℂ :=
  diagonal (fun i => (ε i : ℂ)) + V
```

This is H = H₀ + V, where H₀ is diagonal with real levels ε_i. V may have diagonal elements. It is not yet required to be Hermitian; theorems that need this say so.

```lean
/-- The reduced resolvent `T(E)`: zero on the reference state `o` and `1 / (E - ε i)` on every
other state, for `E` different from all the levels `ε i` with `i ≠ o`. -/
def resolvent (ε : ι → ℝ) (o : ι) (E : ℝ) : Matrix ι ι ℂ :=
  diagonal (fun i => if i = o then 0 else ((E : ℂ) - (ε i : ℂ))⁻¹)
```

Here `o` is the reference state, and "excited" means every other state, whatever its energy. The reduced resolvent T is diagonal:

T_oo = 0,  T_ii = 1/(E − ε_i) for i ≠ o.

Lean sets 1/0 to 0, so the theorems below that use the denominators assume E ≠ ε_i for i ≠ o. E may equal ε_o.

```lean
/-- The Brillouin-Wigner state of order `n`: the sum of `(T V)^k e_o` over `k ≤ n`,
for `E` off the excited levels. -/
def bwState (ε : ι → ℝ) (V : Matrix ι ι ℂ) (o : ι) (E : ℝ) (n : ℕ) : ι → ℂ :=
  ∑ k ∈ Finset.range (n + 1), ((resolvent ε o E * V) ^ k) *ᵥ Pi.single o 1
```

Write e_o for the reference basis vector, `Pi.single o 1` in Lean. The state of order n is

φ_n = Σ_{k=0}^{n} (TV)^k e_o.

`Finset.range (n + 1)` runs over 0, …, n, and `*ᵥ` applies a matrix to a vector.

```lean
/-- The Brillouin-Wigner energy function of order `N`: the reference level plus the
diagonal elements of `V (T V)^k` for `k < N`, for `E` off the excited levels. -/
def bwEnergy (ε : ι → ℝ) (V : Matrix ι ι ℂ) (o : ι) (E : ℝ) (N : ℕ) : ℂ :=
  (ε o : ℂ) + ∑ k ∈ Finset.range N, (V * (resolvent ε o E * V) ^ k) o o
```

The energy function of order N is

F_N(E) = ε_o + Σ_{k=0}^{N−1} (V(TV)^k)_oo.

Its last term contains N factors of V, so N is the usual perturbation order. A root of order N is a solution of F_N(E) = E.

## The reference component stays equal to one

```lean
/-- A matrix applied to the reference state gives its column at `o`. -/
lemma mulVec_ref (M : Matrix ι ι ℂ) (o i : ι) :
    (M *ᵥ Pi.single o 1) i = M i o := by
  simp
```

A lemma or theorem lists its data and hypotheses first, then a colon and its claim, and then its proof after `:=`. This one says (M e_o)_i = M_io.

```lean
/-- The next Brillouin-Wigner state adds `T` applied to `V (T V)^n e_o`. -/
lemma bwState_succ (ε : ι → ℝ) (V : Matrix ι ι ℂ) (o : ι) (E : ℝ) (n : ℕ) :
    bwState ε V o E (n + 1) = bwState ε V o E n +
      resolvent ε o E *ᵥ ((V * (resolvent ε o E * V) ^ n) *ᵥ Pi.single o 1) := by
  rw [bwState, Finset.sum_range_succ, ← bwState, pow_succ', Matrix.mul_assoc,
    Matrix.mulVec_mulVec]
```

Separating the last term of the sum gives

φ_{n+1} = φ_n + T V(TV)^n e_o.

```lean
/-- Intermediate normalisation: the component of every Brillouin-Wigner state on the
reference state is one. -/
theorem bwState_ref (ε : ι → ℝ) (V : Matrix ι ι ℂ) (o : ι) (E : ℝ) (n : ℕ) :
    bwState ε V o E n o = 1 := by
  induction n with
  | zero => simp [bwState]
  | succ n ih =>
    rw [bwState_succ, Pi.add_apply, ih, resolvent, Matrix.mulVec_diagonal]
    simp
```

The claim is (φ_n)_o = 1, known as intermediate normalisation. It holds for φ_0 = e_o, and each later correction begins with T, which has a zero at o. The `induction` has these two cases.

## What remains of the Schrödinger equation

```lean
/-- For `E` off the excited levels, `(H₀ - E) T` removes the reference component of a
vector and reverses the sign of the rest. -/
lemma shifted_resolvent (ε : ι → ℝ) (o : ι) (E : ℝ) (hE : ∀ i, i ≠ o → E ≠ ε i)
    (w : ι → ℂ) :
    diagonal (fun i => (ε i : ℂ)) *ᵥ (resolvent ε o E *ᵥ w)
      - (E : ℂ) • (resolvent ε o E *ᵥ w) = w o • Pi.single o 1 - w := by
  ext i
  by_cases h : i = o
  · subst h
    simp [resolvent, Matrix.mulVec_diagonal]
  · have hne : (E : ℂ) - (ε i : ℂ) ≠ 0 := by
      exact_mod_cast sub_ne_zero.mpr (hE i h)
    simp only [Pi.sub_apply, Pi.smul_apply, smul_eq_mul, resolvent,
      Matrix.mulVec_diagonal, if_neg h, Pi.single_apply, mul_zero, zero_sub]
    linear_combination (-w i) * inv_mul_cancel₀ hne
```

For any vector w,

(H₀ − E)Tw = w_o e_o − w.

At an excited state i, the left side is (ε_i − E)w_i/(E − ε_i) = −w_i. At o it is zero, as is w_o − w_o on the right. The proof makes the same split with `by_cases`; the hypothesis `hE` keeps the denominator nonzero.

```lean
/-- For `E` off the excited levels, the residual `(H - E) φ_n` is a multiple of the
reference state plus the single term `V (T V)^n e_o`. -/
theorem bwState_residual (ε : ι → ℝ) (V : Matrix ι ι ℂ) (o : ι) (E : ℝ)
    (hE : ∀ i, i ≠ o → E ≠ ε i) (n : ℕ) :
    hamiltonian ε V *ᵥ bwState ε V o E n - (E : ℂ) • bwState ε V o E n =
      (bwEnergy ε V o E n - E) • Pi.single o 1 +
        (V * (resolvent ε o E * V) ^ n) *ᵥ Pi.single o 1 := by
  induction n with
  | zero =>
    have h0 : bwState ε V o E 0 = Pi.single o 1 := by
      rw [bwState, zero_add, Finset.sum_range_one, pow_zero, Matrix.one_mulVec]
    have hd : diagonal (fun i => (ε i : ℂ)) *ᵥ (Pi.single o 1 : ι → ℂ)
        = (ε o : ℂ) • Pi.single o 1 := by
      ext i
      rw [Matrix.mulVec_diagonal, Pi.smul_apply, smul_eq_mul]
      by_cases h : i = o
      · rw [h]
      · simp [h]
    rw [h0, hamiltonian, Matrix.add_mulVec, hd, bwEnergy, Finset.sum_range_zero,
      pow_zero, Matrix.mul_one]
    module
  | succ n ih =>
    have he : bwEnergy ε V o E (n + 1) = bwEnergy ε V o E n +
        ((V * (resolvent ε o E * V) ^ n) *ᵥ Pi.single o 1) o := by
      rw [mulVec_ref, bwEnergy, bwEnergy, Finset.sum_range_succ, add_assoc]
    have hv : (V * (resolvent ε o E * V) ^ (n + 1)) *ᵥ Pi.single o 1 =
        V *ᵥ (resolvent ε o E *ᵥ
          ((V * (resolvent ε o E * V) ^ n) *ᵥ Pi.single o 1)) := by
      rw [Matrix.mulVec_mulVec, Matrix.mulVec_mulVec, pow_succ']
      simp only [Matrix.mul_assoc]
    rw [bwState_succ, he, hv]
    obtain ⟨w, hw⟩ : ∃ w, w = (V * (resolvent ε o E * V) ^ n) *ᵥ Pi.single o 1 :=
      ⟨_, rfl⟩
    rw [← hw] at ih ⊢
    have hH : hamiltonian ε V *ᵥ (resolvent ε o E *ᵥ w) =
        diagonal (fun i => (ε i : ℂ)) *ᵥ (resolvent ε o E *ᵥ w)
          + V *ᵥ (resolvent ε o E *ᵥ w) := by
      rw [hamiltonian, Matrix.add_mulVec]
    rw [Matrix.mulVec_add, hH]
    -- the old remainder `w` cancels except for its reference component
    linear_combination (norm := module) ih + shifted_resolvent ε o E hE w
```

The theorem gives the residual of φ_n:

(H − E)φ_n = (F_n − E)e_o + V(TV)^n e_o.

For n = 0, F_0 = ε_o, and (H − E)e_o = (ε_o − E)e_o + V e_o.

For the step from n to n + 1, put w = V(TV)^n e_o, so that φ_{n+1} = φ_n + Tw. Then

(H − E)φ_{n+1} = (F_n − E)e_o + w + (w_o e_o − w) + VTw
= (F_n + w_o − E)e_o + VTw.

Since w_o = (V(TV)^n)_oo, the first bracket is F_{n+1} − E, and VTw = V(TV)^{n+1}e_o. In Lean, `he` and `hv` record these two identifications, and the final `linear_combination` adds the induction hypothesis to the preceding lemma.

## Hermiticity supplies the higher orders

```lean
/-- For Hermitian `V`, the overlap of `(T V)^k e_o` with `V (T V)^n e_o` is the diagonal
element of `V (T V)^(k+n)`. -/
lemma overlap (ε : ι → ℝ) (V : Matrix ι ι ℂ) (hV : V.IsHermitian) (o : ι) (E : ℝ)
    (k n : ℕ) :
    star (((resolvent ε o E * V) ^ k) *ᵥ Pi.single o 1) ⬝ᵥ
      ((V * (resolvent ε o E * V) ^ n) *ᵥ Pi.single o 1) =
      (V * (resolvent ε o E * V) ^ (k + n)) o o := by
  have hT : (resolvent ε o E)ᴴ = resolvent ε o E := by
    rw [resolvent, Matrix.diagonal_conjTranspose]
    congr 1
    funext i
    by_cases h : i = o <;> simp [h]
  have hc : ((resolvent ε o E * V) ^ k)ᴴ * V = V * (resolvent ε o E * V) ^ k := by
    induction k with
    | zero => simp
    | succ k ih =>
      rw [pow_succ, conjTranspose_mul, Matrix.mul_assoc, ih, conjTranspose_mul, hT,
        hV.eq, ← pow_succ, pow_succ']
      simp only [Matrix.mul_assoc]
  have key : ∀ M N : Matrix ι ι ℂ,
      star (M *ᵥ Pi.single o 1) ⬝ᵥ (N *ᵥ Pi.single o 1) = (Mᴴ * N) o o := by
    intro M N
    simp only [dotProduct, Pi.star_apply, mulVec_ref, Matrix.mul_apply,
      conjTranspose_apply]
  rw [key, ← Matrix.mul_assoc, hc, Matrix.mul_assoc, ← pow_add]
```

The expression `star x ⬝ᵥ y` is the inner product ⟨x, y⟩ = Σ_i x_i* y_i. The lemma says

⟨(TV)^k e_o, V(TV)^n e_o⟩ = (V(TV)^{k+n})_oo.

T is Hermitian because E and the levels are real (`hT`). With V Hermitian as well,

((TV)^k)†V = (VT)^k V = V(TV)^k,

which is `hc`. Multiplying by (TV)^n on the right and taking the (o, o) element, by `key`, gives the result.

```lean
/-- For Hermitian `V` and real `E` off the excited levels, the matrix element of `H - E`
between the states of orders `m` and `n` is the energy function of order `m + n + 1`
minus `E`. -/
theorem bwState_transition (ε : ι → ℝ) (V : Matrix ι ι ℂ) (hV : V.IsHermitian) (o : ι)
    (E : ℝ) (hE : ∀ i, i ≠ o → E ≠ ε i) (m n : ℕ) :
    star (bwState ε V o E m) ⬝ᵥ
      (hamiltonian ε V *ᵥ bwState ε V o E n - (E : ℂ) • bwState ε V o E n) =
      bwEnergy ε V o E (m + n + 1) - E := by
  have h1 : star (bwState ε V o E m) ⬝ᵥ Pi.single o 1 = 1 := by
    simp [bwState_ref]
  -- each term of the left state raises the order of the energy function by one
  have h2 : ∀ m, bwEnergy ε V o E n + star (bwState ε V o E m) ⬝ᵥ
      ((V * (resolvent ε o E * V) ^ n) *ᵥ Pi.single o 1) =
      bwEnergy ε V o E (m + n + 1) := by
    intro m
    rw [bwState, star_sum, sum_dotProduct]
    simp only [overlap ε V hV o E]
    induction m with
    | zero => simp [bwEnergy, Finset.sum_range_succ, add_assoc]
    | succ m ih =>
      have hi : m + 1 + n + 1 = (m + n + 1) + 1 := by omega
      have hj : m + 1 + n = m + n + 1 := by omega
      rw [Finset.sum_range_succ, ← add_assoc, ih, hi, hj, bwEnergy, bwEnergy,
        Finset.sum_range_succ _ (m + n + 1), add_assoc]
  rw [bwState_residual ε V o E hE, dotProduct_add, dotProduct_smul, h1, smul_eq_mul]
  linear_combination h2 m
```

For states of orders m and n,

⟨φ_m, (H − E)φ_n⟩ = F_{m+n+1} − E.

Insert the residual. Since ⟨φ_m, e_o⟩ = 1 (`h1`), the left side becomes

F_n − E + Σ_{k=0}^{m} (V(TV)^{k+n})_oo.

F_n ends with the term of index n − 1, or is just ε_o when n = 0. The new sum supplies indices n to n + m, completing F_{m+n+1}. The fact `h2` proves this by induction on m.

```lean
/-- For Hermitian `V` and real `E` off the excited levels, the diagonal matrix element of `H - E` in
the unnormalised state of order `n` is `ε o - E` plus the diagonal elements of `V (T V)^k` at `o`
for `k ≤ 2n`. -/
theorem bwState_expectation (ε : ι → ℝ) (V : Matrix ι ι ℂ) (hV : V.IsHermitian) (o : ι)
    (E : ℝ) (hE : ∀ i, i ≠ o → E ≠ ε i) (n : ℕ) :
    star (bwState ε V o E n) ⬝ᵥ
      (hamiltonian ε V *ᵥ bwState ε V o E n - (E : ℂ) • bwState ε V o E n) =
      (ε o : ℂ) - E +
        ∑ k ∈ Finset.range (2 * n + 1), (V * (resolvent ε o E * V) ^ k) o o := by
  rw [bwState_transition ε V hV o E hE, bwEnergy, two_mul]
  ring
```

Setting m = n and writing out the energy function gives

⟨φ_n, (H − E)φ_n⟩ = ε_o − E + Σ_{k=0}^{2n} (V(TV)^k)_oo.

The state contains powers of V up to n, while this matrix element, taken without normalising the state, yields the energy series through order 2n + 1. E need not be a root here.

## Roots as expectation values

```lean
/-- The squared norm of a Brillouin-Wigner state, taken as the real part of its inner product with
itself, is positive. -/
lemma bwState_norm_pos (ε : ι → ℝ) (V : Matrix ι ι ℂ) (o : ι) (E : ℝ) (n : ℕ) :
    0 < (star (bwState ε V o E n) ⬝ᵥ bwState ε V o E n).re := by
  have h : star (bwState ε V o E n) ⬝ᵥ bwState ε V o E n =
      ((∑ i, Complex.normSq (bwState ε V o E n i) : ℝ) : ℂ) := by
    rw [dotProduct, Complex.ofReal_sum]
    exact Finset.sum_congr rfl fun i _ => Complex.normSq_eq_conj_mul_self.symm
  rw [h, Complex.ofReal_re]
  refine Finset.sum_pos' (fun i _ => Complex.normSq_nonneg _) ⟨o, Finset.mem_univ o, ?_⟩
  rw [bwState_ref]
  simp
```

The squared norm ⟨φ_n, φ_n⟩ is a sum of squared moduli, and the reference component contributes 1. It is therefore positive, and division by it is safe.

```lean
/-- For Hermitian `V` and real `E` off the excited levels, the Rayleigh quotient of the state
of order `n` equals `E` exactly when `E` is a root of the equation of order `2n + 1`. -/
theorem rayleigh_eq_iff_root (ε : ι → ℝ) (V : Matrix ι ι ℂ) (hV : V.IsHermitian) (o : ι)
    (E : ℝ) (hE : ∀ i, i ≠ o → E ≠ ε i) (n : ℕ) :
    (star (bwState ε V o E n) ⬝ᵥ (hamiltonian ε V *ᵥ bwState ε V o E n)) /
      (star (bwState ε V o E n) ⬝ᵥ bwState ε V o E n) = E ↔
      bwEnergy ε V o E (2 * n + 1) = E := by
  have hne : star (bwState ε V o E n) ⬝ᵥ bwState ε V o E n ≠ 0 := by
    intro h0
    have hp := bwState_norm_pos ε V o E n
    rw [h0] at hp
    simp at hp
  have h := bwState_transition ε V hV o E hE n n
  rw [dotProduct_sub, dotProduct_smul, smul_eq_mul, ← two_mul] at h
  rw [div_eq_iff hne]
  constructor
  · intro h'
    linear_combination h' - h
  · intro h'
    linear_combination h + h'
```

The Rayleigh quotient is the energy expectation value of the normalised state. The theorem states

⟨φ_n, Hφ_n⟩/⟨φ_n, φ_n⟩ = E if and only if F_{2n+1}(E) = E.

By the preceding identity,

⟨φ_n, Hφ_n⟩ − E⟨φ_n, φ_n⟩ = F_{2n+1}(E) − E,

so one side vanishes exactly when the other does. The two branches after `constructor` are the two directions. Note that φ_n is built with the same E, so each root has its own trial state. The theorem does not assert that a root exists.

```lean
/-- For Hermitian `V`, every real root of odd order off the excited levels lies at or above
any lower bound `μ` of the energy expectation values. -/
theorem odd_root_upper_bound (ε : ι → ℝ) (V : Matrix ι ι ℂ) (hV : V.IsHermitian) (o : ι)
    (E : ℝ) (hE : ∀ i, i ≠ o → E ≠ ε i) (n : ℕ)
    (hroot : bwEnergy ε V o E (2 * n + 1) = E) (μ : ℝ)
    (hμ : ∀ x : ι → ℂ, μ * (star x ⬝ᵥ x).re ≤ (star x ⬝ᵥ (hamiltonian ε V *ᵥ x)).re) :
    μ ≤ E := by
  have h := bwState_transition ε V hV o E hE n n
  rw [dotProduct_sub, dotProduct_smul, smul_eq_mul, ← two_mul, hroot, sub_self,
    sub_eq_zero] at h
  have hb := hμ (bwState ε V o E n)
  rw [h, Complex.re_ofReal_mul] at hb
  exact le_of_mul_le_mul_right hb (bwState_norm_pos ε V o E n)
```

The hypothesis `hμ` says that μ is a lower bound on the energy: μ⟨x, x⟩ ≤ ⟨x, Hx⟩ for every x, written with real parts because Lean's inner product is complex-valued. At a root of order 2n + 1, ⟨φ_n, Hφ_n⟩ = E⟨φ_n, φ_n⟩. Hence μ⟨φ_n, φ_n⟩ ≤ E⟨φ_n, φ_n⟩, and dividing by the positive squared norm gives μ ≤ E.

The natural choice of μ is the lowest eigenvalue of H. In a finite-basis electronic-structure calculation with one reference determinant and a diagonal H₀, real odd-order roots away from the excited levels are then upper bounds to the ground-state energy within that basis. How close they come is a separate question.

## A second-order root below the ground state

```lean
/-- A second-order root can lie below every energy expectation value: for levels 0 and 3 with the
perturbation shown and the first state as reference, `-1` is a root of second order, while all
energy expectation values are at least `-1/2`. -/
theorem second_order_root_below :
    bwEnergy ![0, 3] !![0, 2; 2, 9 / 2] 0 (-1) 2 = -1 ∧
      ∀ x : Fin 2 → ℂ, -(1 / 2) * (star x ⬝ᵥ x).re ≤
        (star x ⬝ᵥ (hamiltonian ![0, 3] !![0, 2; 2, 9 / 2] *ᵥ x)).re := by
  constructor
  · norm_num [bwEnergy, resolvent, Finset.sum_range_succ, Matrix.mul_apply,
      Fin.sum_univ_two, Matrix.diagonal_apply]
  · intro x
    have h : (star x ⬝ᵥ (hamiltonian ![0, 3] !![0, 2; 2, 9 / 2] *ᵥ x)) =
        star (x 0) * (2 * x 1) + star (x 1) * (2 * x 0 + ((15 / 2 : ℝ) : ℂ) * x 1) := by
      simp [hamiltonian, dotProduct, Matrix.mulVec, Fin.sum_univ_two,
        Matrix.diagonal_apply]
      left
      ring
    rw [h]
    simp only [dotProduct, Fin.sum_univ_two, Pi.star_apply, Complex.star_def,
      Complex.add_re, Complex.mul_re, Complex.add_im, Complex.mul_im, Complex.conj_re,
      Complex.conj_im, Complex.ofReal_re, Complex.ofReal_im, Complex.re_ofNat,
      Complex.im_ofNat]
    -- the quadratic form of `H + 1/2` is half the squared modulus of one linear form
    nlinarith [sq_nonneg ((x 0).re + 4 * (x 1).re), sq_nonneg ((x 0).im + 4 * (x 1).im)]

end

end BrillouinWignerOddOrders
```

The two-level example has ε = (0, 3), with the first state as reference, and

V = [[0, 2], [2, 9/2]],  H = [[0, 2], [2, 15/2]].

The second-order equation is E = 4/(E − 3), and E = −1 solves it. Yet for every x,

⟨x, Hx⟩ + ½⟨x, x⟩ = ½|x_0 + 4x_1|² ≥ 0,

so no normalised state has energy below −1/2. The root lies below the whole range of expectation values, which shows that the bound can fail at even order. In the proof, `norm_num` evaluates the root equation, and `nlinarith` receives as its two hints that the squares of the real and imaginary parts of x_0 + 4x_1 are nonnegative.

```lean
#print axioms BrillouinWignerOddOrders.bwState_expectation
-- 'BrillouinWignerOddOrders.bwState_expectation' depends on axioms: [propext, Classical.choice, Quot.sound]
#print axioms BrillouinWignerOddOrders.rayleigh_eq_iff_root
-- 'BrillouinWignerOddOrders.rayleigh_eq_iff_root' depends on axioms: [propext, Classical.choice, Quot.sound]
#print axioms BrillouinWignerOddOrders.odd_root_upper_bound
-- 'BrillouinWignerOddOrders.odd_root_upper_bound' depends on axioms: [propext, Classical.choice, Quot.sound]
#print axioms BrillouinWignerOddOrders.second_order_root_below
-- 'BrillouinWignerOddOrders.second_order_root_below' depends on axioms: [propext, Classical.choice, Quot.sound]
```
